# A sharp symmetric graphene p–n step reflects the fraction sin² u of the current incident at angle u

## Dirac electrons on the two sides of the step

Units are chosen so that $\hbar$ and the Fermi velocity are both 1. Near one valley of graphene, an electron in a constant potential $V$, with momentum $(k_x,k_y)$ measured from the Dirac point of that valley, has the low-energy Hamiltonian

$$H(V,k_x,k_y)=\begin{pmatrix} V & k_x-ik_y\\ k_x+ik_y & V\end{pmatrix},$$

acting on the amplitudes on the two sublattices. The step lies along the line $x=0$, with potential $0$ for $x<0$ and $2k$ for $x>0$. The electron arrives from the left with energy $k>0$, halfway up the step. It is therefore in the conduction band on the left and in the valence band on the right, with the same distance $k$ to the Dirac point on both sides. This is the sense in which the step is symmetric.

Let $u$ be the angle of incidence measured from the normal, with $-\pi/2<u<\pi/2$ for an incoming wave. The transverse momentum $k_y=k\sin u$ is conserved. The three waves have the spinors

$$\chi_{\rm in}=\begin{pmatrix}1\\ e^{iu}\end{pmatrix},\qquad
\chi_{\rm r}=\begin{pmatrix}1\\ -e^{-iu}\end{pmatrix},\qquad
\chi_{\rm t}=\begin{pmatrix}1\\ e^{-iu}\end{pmatrix}.$$

Their first component is fixed to 1, so each has squared norm 2. This convention also fixes the phases of the amplitudes below.

The normal momentum is $k\cos u$ for the incident wave and $-k\cos u$ for the other two. The transmitted wave has negative $k_x$ and still moves to the right, because in the valence band velocity and momentum point in opposite directions.

## Continuity of the spinor

With reflection amplitude $r$ and transmission amplitude $t$, the wave is

$$\psi=e^{ik_yy}\begin{cases}e^{ikx\cos u}\chi_{\rm in}+r\,e^{-ikx\cos u}\chi_{\rm r}, & x<0,\\ t\,e^{-ikx\cos u}\chi_{\rm t}, & x>0.\end{cases}$$

The Dirac equation is of first order in $x$ and the potential is bounded, so $\psi$ is continuous at the step, while its derivative may jump. At $x=0$ this gives

$$\chi_{\rm in}+r\,\chi_{\rm r}=t\,\chi_{\rm t}.$$

The energy has disappeared from this condition, and only the angle is left.

## What the theorems say

In the file a spinor is a function `Fin 2 → ℂ`, and the continuity condition is the proposition `Matches u r t`. It is taken as a definition: the position-dependent wave and the argument for its continuity are not formalised. The link to the Hamiltonian is `modes_are_eigenstates`, which states that the three spinors are eigenvectors with energy $k$ and transverse momentum $k\sin u$ in the potentials $0$, $0$ and $2k$.

The main theorem, `symmetric_step_scattering`, says that for every real $u$ exactly one pair $(r,t)$ satisfies the condition, and that every solution has

$$|r|^2=\sin^2u,\qquad |t|^2=\cos^2u.$$

The amplitudes themselves are given by `matches_iff`:

$$r=i\sin u\;e^{iu},\qquad t=\cos u\;e^{iu}.$$

The function `current` is the expectation value of $\sigma_x$ in the unnormalised spinor, that is, the probability current along $x$. The theorem `current_fractions` states that the reflected wave carries $-\sin^2u$ times the incident current and the transmitted wave $\cos^2u$ times it. This justifies calling the two squares probabilities.

Finally, `klein_tunnelling` says that at $u=0$ the condition holds exactly for $r=0$, $t=1$, and `reflectionless_iff_normal` says that no other angle strictly between $-\pi/2$ and $\pi/2$ has $r=0$. The restriction on the angle matters, since $r$ also vanishes at $u=\pi$, where the "incident" spinor describes a wave moving left. The name Klein tunnelling is also used for p–n steps that are not symmetric and for barriers, whereas these theorems treat a single step whose height is twice the energy.

The model is non-interacting, with one valley, no mass term, no disorder and an abrupt step. Within those limits the result bears on ballistic transport in graphene: such a junction favours electrons that arrive close to the normal.

## Solving for the amplitudes

**Eigenvectors.** For the incident wave $k_x\pm ik_y=ke^{\pm iu}$, so $H\chi_{\rm in}$ has components $ke^{-iu}e^{iu}=k$ and $ke^{iu}$, which is $k\chi_{\rm in}$. For the other two waves $k_x-ik_y=-ke^{iu}$ and $k_x+ik_y=-ke^{-iu}$. The reflected spinor gives $(-ke^{iu})(-e^{-iu})=k$ and $-ke^{-iu}$, which is $k\chi_{\rm r}$. The transmitted spinor gives $2k-k=k$ and $-ke^{-iu}+2ke^{-iu}=ke^{-iu}$, which is $k\chi_{\rm t}$.

**Currents.** For a spinor $(1,b)$ the expectation value of $\sigma_x$ is $b+\bar b=2\,\mathrm{Re}\,b$. The three currents are $2\cos u$, $-2\cos u$ and $2\cos u$; for normalised spinors they are $\cos u$, $-\cos u$ and $\cos u$.

**Amplitudes.** Write $e=e^{iu}$ and $f=e^{-iu}$, so that $ef=1$. The two components of the continuity condition are

$$1+r=t,\qquad e-rf=tf.$$

Multiplying the second by $e$ gives $e^2-r=t$. Subtracting and adding the two expressions for $t$ yields

$$2r=e^2-1=e(e-f)=2i\sin u\;e,\qquad 2t=e^2+1=e(e+f)=2\cos u\;e.$$

Conversely, these values satisfy both equations. For the first, $t-r=e(\cos u-i\sin u)=ef=1$. For the second, $e-rf=e-i\sin u=\cos u=tf$. The solution therefore exists and is unique.

**Probabilities.** Since $|i|=|e^{iu}|=1$, the squared moduli are $\sin^2u$ and $\cos^2u$. Multiplying a spinor by $c$ multiplies its current by $|c|^2$, so the reflected and transmitted currents are $-2\sin^2u\cos u$ and $2\cos^2u\cos u$.

**Normal incidence.** At $u=0$ the incident and transmitted spinors are both $(1,1)$, and continuity holds with no reflected wave. For $-\pi/2<u<\pi/2$, $r=0$ forces $\sin u=0$ and hence $u=0$.

## Incidence at 30 degrees

Take $u=\pi/6$, so that $\sin u=\tfrac12$, $\cos u=\tfrac{\sqrt3}{2}$ and $e^{iu}=\tfrac{\sqrt3}{2}+\tfrac i2$. Then

$$r=-\tfrac14+\tfrac{\sqrt3}{4}i,\qquad t=\tfrac34+\tfrac{\sqrt3}{4}i.$$

The first component of the condition, $1+r=t$, can be read off. In the second, both sides equal $\tfrac{\sqrt3}{2}$. The probabilities are $|r|^2=\tfrac1{16}+\tfrac3{16}=\tfrac14$ and $|t|^2=\tfrac9{16}+\tfrac3{16}=\tfrac34$.

## The step in a mode-matching code

A program that matches modes at an interface solves a linear system for the outgoing amplitudes. For this step it is

$$\begin{pmatrix}1&-1\\ -e^{-iu}&-e^{-iu}\end{pmatrix}\begin{pmatrix}r\\t\end{pmatrix}=\begin{pmatrix}-1\\-e^{iu}\end{pmatrix},$$

with determinant $-2e^{-iu}$, which is never zero. The closed form gives a test case for such a solver at any angle. It tests in particular the selection of the transmitted mode, which must be made by the sign of the current and not by the sign of $k_x$.

In a conductance calculation the transmission is summed over transverse momenta. In terms of $k_y=k\sin u$ it reads $T=1-k_y^2/k^2$, and its average over $-k<k_y<k$ is $\tfrac23$. A tight-binding simulation should approach these values at low energy if the potential changes slowly on the scale of the lattice, so that the valleys do not mix, but quickly on the scale of the electron wavelength. This average and the comparison with a lattice go beyond what the file proves.

## The Lean file

```lean
import Mathlib

open Matrix

namespace GrapheneSymmetricStep

noncomputable section

/-- The massless Dirac Hamiltonian of one graphene valley at momentum `(kx, ky)` in a constant
potential `V`, in units where the Fermi velocity and the reduced Planck constant are one. -/
def diracHamiltonian (V kx ky : ℝ) : Matrix (Fin 2) (Fin 2) ℂ :=
  !![(V : ℂ), (kx : ℂ) - Complex.I * (ky : ℂ); (kx : ℂ) + Complex.I * (ky : ℂ), (V : ℂ)]

/-- The incident spinor at angle `u`. -/
def incident (u : ℝ) : Fin 2 → ℂ := ![1, Complex.exp (u * Complex.I)]

/-- The reflected spinor for incidence angle `u`. -/
def reflected (u : ℝ) : Fin 2 → ℂ := ![1, -Complex.exp (-(u * Complex.I))]

/-- The transmitted spinor for incidence angle `u`. -/
def transmitted (u : ℝ) : Fin 2 → ℂ := ![1, Complex.exp (-(u * Complex.I))]

/-- Continuity of the spinor at the step, with reflection amplitude `r` and transmission
amplitude `t`. -/
def Matches (u : ℝ) (r t : ℂ) : Prop :=
  incident u + r • reflected u = t • transmitted u

/-- The probability current normal to the step: the expectation value of the Pauli matrix
`σₓ` in the spinor `ψ`. -/
def current (ψ : Fin 2 → ℂ) : ℝ := (star ψ ⬝ᵥ (!![0, 1; 1, 0] *ᵥ ψ)).re

lemma phase_pos (u : ℝ) : Complex.exp (u * Complex.I) =
    Complex.cos u + Complex.sin u * Complex.I := Complex.exp_mul_I _

lemma phase_neg (u : ℝ) : Complex.exp (-(u * Complex.I)) =
    Complex.cos u - Complex.sin u * Complex.I := by
  rw [← neg_mul, Complex.exp_mul_I, Complex.cos_neg, Complex.sin_neg]
  ring

/-- The three spinors are eigenvectors with the same energy `k` and the same transverse momentum
`k sin u`, the potential being `0` for the first two and `2k` for the transmitted one. -/
theorem modes_are_eigenstates (k u : ℝ) :
    diracHamiltonian 0 (k * Real.cos u) (k * Real.sin u) *ᵥ incident u
      = (k : ℂ) • incident u ∧
    diracHamiltonian 0 (-(k * Real.cos u)) (k * Real.sin u) *ᵥ reflected u
      = (k : ℂ) • reflected u ∧
    diracHamiltonian (2 * k) (-(k * Real.cos u)) (k * Real.sin u) *ᵥ transmitted u
      = (k : ℂ) • transmitted u := by
  -- an eigenvalue equation for a spinor (1, b) amounts to two scalar equations
  have key : ∀ (V kx ky : ℝ) (b : ℂ),
      (V : ℂ) + ((kx : ℂ) - Complex.I * ky) * b = k →
      ((kx : ℂ) + Complex.I * ky) + V * b = k * b →
      diracHamiltonian V kx ky *ᵥ ![1, b] = (k : ℂ) • ![1, b] := by
    intro V kx ky b h0 h1
    ext i
    fin_cases i
    · simpa [diracHamiltonian, Matrix.mulVec, dotProduct, Fin.sum_univ_two] using h0
    · simpa [diracHamiltonian, Matrix.mulVec, dotProduct, Fin.sum_univ_two] using h1
  have hp := Complex.sin_sq_add_cos_sq (u : ℂ)
  have hI := Complex.I_sq
  refine ⟨key _ _ _ _ ?_ ?_, key _ _ _ _ ?_ ?_, key _ _ _ _ ?_ ?_⟩
  · rw [phase_pos]
    push_cast
    linear_combination (k : ℂ) * hp - k * Complex.sin u ^ 2 * hI
  · rw [phase_pos]
    push_cast
    ring
  · rw [phase_neg]
    push_cast
    linear_combination (k : ℂ) * hp - k * Complex.sin u ^ 2 * hI
  · rw [phase_neg]
    push_cast
    ring
  · rw [phase_neg]
    push_cast
    linear_combination -(k : ℂ) * hp + k * Complex.sin u ^ 2 * hI
  · rw [phase_neg]
    push_cast
    ring

lemma current_eq (ψ : Fin 2 → ℂ) :
    current ψ = 2 * ((ψ 0).re * (ψ 1).re + (ψ 0).im * (ψ 1).im) := by
  simp [current, Matrix.mulVec, dotProduct, Fin.sum_univ_two]
  ring

lemma current_smul (c : ℂ) (ψ : Fin 2 → ℂ) : current (c • ψ) = ‖c‖ ^ 2 * current ψ := by
  rw [current_eq, current_eq, Complex.sq_norm, Complex.normSq_apply]
  simp only [Pi.smul_apply, smul_eq_mul, Complex.mul_re, Complex.mul_im]
  ring

/-- The incident and transmitted spinors carry current `2 cos u`, and the reflected spinor
carries the opposite current. -/
theorem mode_currents (u : ℝ) :
    current (incident u) = 2 * Real.cos u ∧
    current (reflected u) = -(2 * Real.cos u) ∧
    current (transmitted u) = 2 * Real.cos u := by
  refine ⟨?_, ?_, ?_⟩
  · rw [current_eq]
    simp [incident, phase_pos]
    rw [← Complex.ofReal_cos, Complex.ofReal_re]
  · rw [current_eq]
    simp [reflected, phase_neg]
    rw [← Complex.ofReal_cos, Complex.ofReal_re]
  · rw [current_eq]
    simp [transmitted, phase_neg]
    rw [← Complex.ofReal_cos, Complex.ofReal_re]

lemma matches_components (u : ℝ) (r t : ℂ) : Matches u r t ↔
    1 + r = t ∧ Complex.exp (u * Complex.I) + r * (-Complex.exp (-(u * Complex.I)))
      = t * Complex.exp (-(u * Complex.I)) := by
  simp [Matches, funext_iff, Fin.forall_fin_two, incident, reflected, transmitted]

/-- The spinor is continuous at the step exactly when `r = i sin u exp(iu)` and
`t = cos u exp(iu)`. -/
theorem matches_iff (u : ℝ) (r t : ℂ) : Matches u r t ↔
    r = Complex.I * Complex.sin u * Complex.exp (u * Complex.I) ∧
    t = Complex.cos u * Complex.exp (u * Complex.I) := by
  rw [matches_components]
  have he := phase_pos u
  have hf := phase_neg u
  have hef : Complex.exp (u * Complex.I) * Complex.exp (-(u * Complex.I)) = 1 := by
    rw [← Complex.exp_add, add_neg_cancel, Complex.exp_zero]
  -- from here on the two phases are just numbers e and f with e * f = 1
  generalize Complex.exp (u * Complex.I) = e at *
  generalize Complex.exp (-(u * Complex.I)) = f at *
  constructor
  · rintro ⟨h0, h1⟩
    constructor
    · linear_combination (1 / 2) * (e * (he - hf) - e * h1 + (1 - r - t) * hef + h0)
    · linear_combination (1 / 2) * (e * (he + hf) - e * h1 + (-1 - r - t) * hef - h0)
  · rintro ⟨hr, ht⟩
    rw [hr, ht]
    constructor
    · linear_combination e * hf - hef
    · linear_combination he - (Complex.cos u + Complex.sin u * Complex.I) * hef

/-- At every angle `u` the matching condition has exactly one solution `(r, t)`, and it satisfies
`|r|² = sin² u` and `|t|² = cos² u`. -/
theorem symmetric_step_scattering (u : ℝ) :
    (∃! p : ℂ × ℂ, Matches u p.1 p.2) ∧
    ∀ r t : ℂ, Matches u r t →
      ‖r‖ ^ 2 = Real.sin u ^ 2 ∧ ‖t‖ ^ 2 = Real.cos u ^ 2 := by
  constructor
  · refine ⟨(Complex.I * Complex.sin u * Complex.exp (u * Complex.I),
      Complex.cos u * Complex.exp (u * Complex.I)), (matches_iff u _ _).2 ⟨rfl, rfl⟩, ?_⟩
    intro p hp
    obtain ⟨h1, h2⟩ := (matches_iff u _ _).1 hp
    exact Prod.ext h1 h2
  · intro r t h
    obtain ⟨hr, ht⟩ := (matches_iff u r t).1 h
    -- the phase factors have modulus one and drop out
    constructor
    · rw [hr, norm_mul, norm_mul, Complex.norm_I, Complex.norm_exp_ofReal_mul_I,
        ← Complex.ofReal_sin, Complex.norm_real, Real.norm_eq_abs, one_mul, mul_one, sq_abs]
    · rw [ht, norm_mul, Complex.norm_exp_ofReal_mul_I,
        ← Complex.ofReal_cos, Complex.norm_real, Real.norm_eq_abs, mul_one, sq_abs]

/-- The reflected wave carries the fraction `sin² u` of the incident current backwards, and the
transmitted wave carries the fraction `cos² u` forwards. -/
theorem current_fractions (u : ℝ) (r t : ℂ) (h : Matches u r t) :
    current (r • reflected u) = -(Real.sin u ^ 2 * current (incident u)) ∧
    current (t • transmitted u) = Real.cos u ^ 2 * current (incident u) := by
  obtain ⟨hr, ht⟩ := (symmetric_step_scattering u).2 r t h
  obtain ⟨hi, hb, hf⟩ := mode_currents u
  rw [current_smul, current_smul, hr, ht, hi, hb, hf]
  constructor <;> ring

/-- At normal incidence the matching condition holds exactly for `r = 0` and `t = 1`. -/
theorem klein_tunnelling (r t : ℂ) : Matches 0 r t ↔ r = 0 ∧ t = 1 := by
  rw [matches_iff]
  simp

/-- For incidence angles strictly between `-π/2` and `π/2`, the reflection amplitude vanishes
exactly at normal incidence. -/
theorem reflectionless_iff_normal (u : ℝ) (hl : -(Real.pi / 2) < u) (hu : u < Real.pi / 2)
    (r t : ℂ) (h : Matches u r t) : r = 0 ↔ u = 0 := by
  have hpi := Real.pi_pos
  constructor
  · intro hr
    have hn := ((symmetric_step_scattering u).2 r t h).1
    have hs : Real.sin u ^ 2 = 0 := by
      rw [← hn, hr]
      simp
    exact (Real.sin_eq_zero_iff_of_lt_of_lt (by linarith) (by linarith)).1
      (pow_eq_zero_iff (two_ne_zero)|>.1 hs)
  · intro h0
    rw [h0] at h
    exact ((klein_tunnelling r t).1 h).1

end

end GrapheneSymmetricStep
```

```lean
#print axioms GrapheneSymmetricStep.modes_are_eigenstates
#print axioms GrapheneSymmetricStep.current_fractions
#print axioms GrapheneSymmetricStep.reflectionless_iff_normal
```

```
'GrapheneSymmetricStep.modes_are_eigenstates' depends on axioms: [propext, Classical.choice, Quot.sound]
'GrapheneSymmetricStep.current_fractions' depends on axioms: [propext, Classical.choice, Quot.sound]
'GrapheneSymmetricStep.reflectionless_iff_normal' depends on axioms: [propext, Classical.choice, Quot.sound]
```

## How the proof follows the calculation

The lemmas `phase_pos` and `phase_neg` are Euler's formula for $e^{iu}$ and $e^{-iu}$. In `modes_are_eigenstates`, the auxiliary statement `key` reduces an eigenvalue equation for a spinor $(1,b)$ to its two components. Each of the three waves then leaves two scalar identities. In each pair the first needs $\sin^2u+\cos^2u=1$ and $i^2=-1$, which `linear_combination` supplies with the right coefficients, and the second is settled by `ring`.

For the currents, `current_eq` writes the expectation value of $\sigma_x$ in real and imaginary parts, and `current_smul` shows that it scales with $|c|^2$. The theorem `mode_currents` inserts the three spinors.

The lemma `matches_components` splits the continuity condition into the two equations of the hand derivation. In `matches_iff` the exponentials are then replaced by plain numbers `e` and `f`. What is kept about them is Euler's formula for each, as `he` and `hf`, and the product $ef=1$, as `hef`. The two `linear_combination` lines in the forward direction carry out the elimination above in one step each. The term `e * h1` is the second equation multiplied by $e$, `h0` is the first equation, and `he - hf` or `he + hf` turns $e-f$ or $e+f$ into $2i\sin u$ or $2\cos u$. The reverse direction substitutes the amplitudes and checks both equations.

With this equivalence, `symmetric_step_scattering` obtains existence by supplying the explicit pair, and uniqueness because any other solution must have the same components. The squared moduli follow by taking the norm of each factor. The theorem `current_fractions` combines them with the scaling rule and the mode currents.

The normal-incidence result `klein_tunnelling` is `matches_iff` evaluated at $u=0$. For its converse, `reflectionless_iff_normal` passes from $r=0$ to $\sin^2u=0$ and uses the fact that the sine has only one zero strictly between $-\pi$ and $\pi$, an interval that contains all the allowed angles.
